# A Dirac electron with an anomalous moment: at most two spin branches in each Landau level

An electron moves in a uniform magnetic field along z. The field quantises the transverse motion into Landau levels, while the momentum p along the field remains free. If the magnetic moment is exactly the Dirac value, the two spin states of an excited level have the same energy. The real electron also has a small anomalous moment. How does that moment split the level when the motion is relativistic?

The problem is posed for one non-interacting electron, with the Landau level and p held fixed, in units ħ = c = 1. Three operators remain:

- A is the Dirac matrix along the field, α_z.
- T is the transverse Dirac operator with the mass term included. Its square is a number, T² = e², where e is the transverse energy and not the elementary charge.
- K is βΣ_z, which couples the anomalous moment to the field.

K commutes with T, and A anticommutes with both. The Hamiltonian is

H = pA + T − bK.

The constant b is the anomalous moment times the field strength. It is negative for an electron in a field along +z, because the electron's anomalous moment, like its Dirac moment, points against its spin. It stands for a Pauli term added to the Dirac equation, and its value is an input.

The code takes A, K and T to be linear operators (`Module.End ℂ V`) on an arbitrary complex vector space V.

```lean
import Mathlib

open Matrix

namespace DiracLandauPauli

noncomputable section

variable {V : Type*} [AddCommGroup V] [Module ℂ V]
```

The structure `LandauSpinAlgebra` collects the six relations. They are hypotheses in parts (a) to (f), and part (g) verifies them for explicit matrices. No inner product or hermiticity is assumed.

```lean
/-- The relations between the longitudinal Dirac operator `A`, the magnetic-moment operator `K`
and the transverse Dirac operator `T` on a Landau level of transverse energy `e`. -/
structure LandauSpinAlgebra (A K T : Module.End ℂ V) (e : ℝ) : Prop where
  A_sq : A * A = 1
  K_sq : K * K = 1
  T_sq : T * T = ((e : ℂ) ^ 2) • (1 : Module.End ℂ V)
  KT : K * T = T * K
  AT : A * T = -(T * A)
  AK : A * K = -(K * A)
```

The numbers p, b and e are real, of either sign, and are read as complex numbers when they multiply operators.

```lean
/-- The Dirac-Pauli Hamiltonian `H = pA + T - bK`, with momentum `p` along the magnetic field
and anomalous-moment coupling `b`. -/
def hamiltonian (A K T : Module.End ℂ V) (p b : ℝ) : Module.End ℂ V :=
  (p : ℂ) • A + T - (b : ℂ) • K
```

## (a) A conserved spin operator

Show that the product KT is conserved:

(KT)H = H(KT).

**Solution.** Take the three terms of H in turn. Moving A through K and then through T changes the sign twice:

AKT = −KAT = KTA.

Since K and T commute, KT also commutes with each of them:

(KT)T = T(KT),
(KT)K = K(TK) = K(KT).

A linear combination of operators that commute with KT commutes with KT. In the code, `hA`, `hT` and `hK` are these three facts, and the last line combines them.

```lean
variable {A K T : Module.End ℂ V} {e : ℝ}

/-- The spin operator `KT` is conserved: it commutes with the Hamiltonian. -/
theorem spin_commute (h : LandauSpinAlgebra A K T e) (p b : ℝ) :
    Commute (K * T) (hamiltonian A K T p b) := by
  have hKT : Commute K T := h.KT
  -- two sign changes cancel when `A` passes through `K` and `T`
  have hA : Commute (K * T) A := by
    have h1 : A * (K * T) = K * T * A := by
      linear_combination (norm := noncomm_ring) h.AK * T - K * h.AT
    exact h1.symm
  have hT : Commute (K * T) T := hKT.mul_left (Commute.refl T)
  have hK : Commute (K * T) K := (Commute.refl K).mul_left hKT.symm
  exact ((hA.smul_right (p : ℂ)).add_right hT).sub_right (hK.smul_right (b : ℂ))
```

## (b) The possible spin values

Find the square of the spin operator:

(KT)² = e².

**Solution.** Exchange the two middle factors and use K² = 1:

KTKT = KKTT = T² = e².

An eigenvalue s of KT therefore satisfies s² = e², so s = e or s = −e. This "spin value" is an energy whose sign labels the two spin states. It is not the spin component along the field: KT is proportional to Σ_z in the lowest Landau level, but not in the excited ones. The `calc` chain makes the same exchange.

```lean
/-- The square of the spin operator is the squared transverse energy. -/
theorem spin_sq (h : LandauSpinAlgebra A K T e) :
    (K * T) * (K * T) = ((e : ℂ) ^ 2) • (1 : Module.End ℂ V) := by
  calc (K * T) * (K * T) = K * (T * K) * T := by noncomm_ring
    _ = (K * K) * (T * T) := by rw [← h.KT]; noncomm_ring
    _ = _ := by rw [h.K_sq, h.T_sq, one_mul]
```

## (c) Squaring the Hamiltonian

Show that H² contains no operator other than KT:

H² = p² + e² + b² − 2b KT.

**Solution.** The squares of the three terms give p²A² + T² + b²K² = p² + e² + b². The cross terms are

p(AT + TA) = 0,
−pb(AK + KA) = 0,
−b(TK + KT) = −2b KT.

In Lean, `simp only` multiplies out and applies the relations, and `module` collects the coefficients.

```lean
/-- The squared Hamiltonian depends on the operators only through the spin operator:
`H² = p² + e² + b² - 2b KT`. -/
theorem hamiltonian_sq (h : LandauSpinAlgebra A K T e) (p b : ℝ) :
    hamiltonian A K T p b * hamiltonian A K T p b =
      ((p : ℂ) ^ 2 + (e : ℂ) ^ 2 + (b : ℂ) ^ 2) • (1 : Module.End ℂ V)
        - (2 * (b : ℂ)) • (K * T) := by
  simp only [hamiltonian, mul_add, mul_sub, add_mul, sub_mul, mul_smul_comm, smul_mul_assoc,
    h.A_sq, h.K_sq, h.T_sq, h.AT, h.AK, ← h.KT]
  module
```

## (d) An operator that reverses the energy

Show that AK anticommutes with the Hamiltonian:

(AK)H = −H(AK).

**Solution.** Check each term of H:

(AK)A = −A(AK),
(AK)T = ATK = −T(AK),
(AK)K = −K(AK).

The first and third lines use AK = −KA. The second uses KT = TK and then AT = −TA. Multiplying by p, 1 and −b and adding gives the result.

If Hv = Ev, it follows that H(AKv) = −E(AKv). The vector AKv is nonzero when v is, because KA undoes AK:

(KA)(AK) = K A² K = K² = 1.

Positive and negative energies thus come in pairs.

```lean
/-- The operator `AK` anticommutes with the Hamiltonian. -/
theorem chiral_anticommute (h : LandauSpinAlgebra A K T e) (p b : ℝ) :
    A * K * hamiltonian A K T p b = -(hamiltonian A K T p b * (A * K)) := by
  have hA : A * K * A = -(A * (A * K)) := by
    linear_combination (norm := noncomm_ring) A * h.AK
  have hK : A * K * K = -(K * (A * K)) := by
    linear_combination (norm := noncomm_ring) h.AK * K
  have hT : A * K * T = -(T * (A * K)) := by
    linear_combination (norm := noncomm_ring) A * h.KT + h.AT * K
  simp only [hamiltonian, mul_add, mul_sub, add_mul, sub_mul, mul_smul_comm, smul_mul_assoc,
    hA, hK, hT]
  module
```

## (e) The two energy branches

Show that every eigenvalue E of H satisfies

E² = p² + (e + b)² or E² = p² + (e − b)².

**Solution.** Let Hv = Ev with v ≠ 0. Then H²v = E²v, and part (c) gives

2b KTv = cv, with c = p² + e² + b² − E².

Apply 2b KT once more. By part (b) the left side becomes 4b²e²v, and the right side becomes c²v. Since v ≠ 0,

c² = 4b²e².

This is a quadratic equation for E², and it factors:

(E² − p² − (e + b)²)(E² − p² − (e − b)²) = 0.

One factor must vanish. Nothing was divided by b, so b = 0 is included. In that limit the branches merge into E² = p² + e², and the spin splitting disappears.

In the code, `HasEigenvalue E` means that some nonzero v satisfies Hv = Ev. The steps `h1`, `h2`, `h3` and `h4` are the four stages of this argument: the equation for KTv, its second application, the removal of v, and the factorisation. E may be any complex number at the start, but both right-hand sides are real and non-negative, so E is real. At fixed p, no continuous spectrum is missed when V is infinite-dimensional: parts (b) and (c) give (H² − p² − e² − b²)² = 4b²e², and an operator that satisfies a polynomial equation has only eigenvalues in its spectrum.

```lean
/-- Every eigenvalue `E` of the Dirac-Pauli Hamiltonian satisfies `E² = p² + (e + b)²` or
`E² = p² + (e - b)²`. -/
theorem eigenvalue_sq (h : LandauSpinAlgebra A K T e) (p b : ℝ) {E : ℂ}
    (hE : (hamiltonian A K T p b).HasEigenvalue E) :
    E ^ 2 = (p : ℂ) ^ 2 + ((e : ℂ) + b) ^ 2 ∨ E ^ 2 = (p : ℂ) ^ 2 + ((e : ℂ) - b) ^ 2 := by
  obtain ⟨v, hv⟩ := hE.exists_hasEigenvector
  have hH := hv.apply_eq_smul
  have hHH : hamiltonian A K T p b (hamiltonian A K T p b v) =
      ((p : ℂ) ^ 2 + (e : ℂ) ^ 2 + (b : ℂ) ^ 2) • v - (2 * (b : ℂ)) • (K * T) v :=
    LinearMap.congr_fun (hamiltonian_sq h p b) v
  have hSS : (K * T) ((K * T) v) = ((e : ℂ) ^ 2) • v := LinearMap.congr_fun (spin_sq h) v
  rw [hH, map_smul, hH] at hHH
  have h1 : (2 * (b : ℂ)) • (K * T) v =
      ((p : ℂ) ^ 2 + (e : ℂ) ^ 2 + (b : ℂ) ^ 2 - E ^ 2) • v := by
    linear_combination (norm := module) hHH
  -- applying the spin operator once more eliminates it
  have h2 : ((2 * (b : ℂ)) ^ 2 * (e : ℂ) ^ 2) • v =
      (((p : ℂ) ^ 2 + (e : ℂ) ^ 2 + (b : ℂ) ^ 2 - E ^ 2) ^ 2) • v := by
    calc _ = (2 * (b : ℂ)) • (2 * (b : ℂ)) • (K * T) ((K * T) v) := by rw [hSS]; module
      _ = (2 * (b : ℂ)) • (K * T) ((2 * (b : ℂ)) • (K * T) v) := by rw [map_smul]
      _ = _ := by rw [h1, map_smul, smul_comm, h1]; module
  have h3 := smul_left_injective ℂ hv.2 h2
  have h4 : (E ^ 2 - ((p : ℂ) ^ 2 + ((e : ℂ) + b) ^ 2)) *
      (E ^ 2 - ((p : ℂ) ^ 2 + ((e : ℂ) - b) ^ 2)) = 0 := by
    linear_combination -h3
  exact (mul_eq_zero.1 h4).imp sub_eq_zero.1 sub_eq_zero.1
```

## (f) Which energies occur

Part (e) restricts the energies but does not say which are present. Suppose that a nonzero state v has spin value s, so that KTv = sv. Show that every E with

E² = p² + (s − b)²

is an eigenvalue of H.

**Solution.** Part (b) gives s² = e², so part (c) becomes

H²v = (p² + s² + b² − 2bs)v = E²v.

Set w = (H + E)v. If w ≠ 0, it is the required eigenvector:

Hw = H²v + EHv = E²v + EHv = Ew.

If w = 0, then Hv = −Ev, and by part (d) the nonzero vector AKv has energy E. The hypothesis fixes only E², so both square roots are covered. The `by_cases` in the code separates w = 0 from w ≠ 0.

```lean
/-- If a nonzero state has spin value `s`, then both square roots `E` of `p² + (s - b)²` are
eigenvalues of the Hamiltonian. -/
theorem eigenvalue_of_spin (h : LandauSpinAlgebra A K T e) (p b : ℝ) {s E : ℂ} {v : V}
    (hv : v ≠ 0) (hS : (K * T) v = s • v) (hE : E ^ 2 = (p : ℂ) ^ 2 + (s - b) ^ 2) :
    (hamiltonian A K T p b).HasEigenvalue E := by
  have hSS : (K * T) ((K * T) v) = ((e : ℂ) ^ 2) • v := LinearMap.congr_fun (spin_sq h) v
  rw [hS, map_smul, hS, smul_smul] at hSS
  have hs : s * s = (e : ℂ) ^ 2 := smul_left_injective ℂ hv hSS
  have hHH : hamiltonian A K T p b (hamiltonian A K T p b v) =
      ((p : ℂ) ^ 2 + (e : ℂ) ^ 2 + (b : ℂ) ^ 2) • v - (2 * (b : ℂ)) • (K * T) v :=
    LinearMap.congr_fun (hamiltonian_sq h p b) v
  have hEv : hamiltonian A K T p b (hamiltonian A K T p b v) = (E ^ 2) • v := by
    rw [hHH, hS, hE, ← hs]; module
  by_cases hw : hamiltonian A K T p b v + E • v = 0
  · -- `v` has energy `-E`, and `AK` carries it to energy `E`
    have hc : (A * K) (hamiltonian A K T p b v) = -(hamiltonian A K T p b ((A * K) v)) :=
      LinearMap.congr_fun (chiral_anticommute h p b) v
    rw [eq_neg_of_add_eq_zero_left hw, map_neg, map_smul] at hc
    have hinv : (K * A) * (A * K) = 1 := by
      calc (K * A) * (A * K) = K * (A * A) * K := by noncomm_ring
        _ = 1 := by rw [h.A_sq, mul_one, h.K_sq]
    have hne : (A * K) v ≠ 0 := by
      intro h0
      have h1 : (K * A) ((A * K) v) = v := LinearMap.congr_fun hinv v
      rw [h0, map_zero] at h1
      exact hv h1.symm
    exact Module.End.hasEigenvalue_of_hasEigenvector
      ⟨Module.End.mem_eigenspace_iff.2 (neg_injective hc).symm, hne⟩
  · -- otherwise `(H + E) v` is an eigenvector
    refine Module.End.hasEigenvalue_of_hasEigenvector
      ⟨Module.End.mem_eigenspace_iff.2 ?_, hw⟩
    rw [map_add, map_smul, hEv]
    module
```

The smallest nonzero space on which the six relations can hold has dimension two, and there a branch can be missing. With Pauli matrices, take A = σ_x, K = σ_z and T = eσ_z. Then KT = e on the whole space, and

H = pσ_x + (e − b)σ_z.

Only E² = p² + (e − b)² occurs. The lowest Landau level also has a single spin direction, fixed by the sign of the charge and the direction of the field, and so a single branch. For an electron in a field along +z the spin points down, KT = −e, and only E² = p² + (e + b)² occurs.

## (g) The Dirac matrices of a Landau level

Let m be the mass, n = 0, 1, 2, … the level index, and ω ≥ 0 the magnitude of charge times field. Here ω is not a frequency. Take A = α_z, K = βΣ_z and T = kα_x + mβ with k = √(2nω). Show that these 4×4 matrices satisfy all six relations, with

e = √(m² + 2nω).

The matrices are written in the standard representation, where β is diagonal.

```lean
/-- The Dirac matrix `α_z`. -/
def alphaZ : Matrix (Fin 4) (Fin 4) ℂ :=
  !![0, 0, 1, 0; 0, 0, 0, -1; 1, 0, 0, 0; 0, -1, 0, 0]

/-- The matrix `βΣ_z` of the magnetic-moment coupling. -/
def betaSigmaZ : Matrix (Fin 4) (Fin 4) ℂ :=
  !![1, 0, 0, 0; 0, -1, 0, 0; 0, 0, -1, 0; 0, 0, 0, 1]

/-- The transverse Dirac matrix `k α_x + m β`, for mass `m` and transverse momentum `k`. -/
def transverse (m k : ℝ) : Matrix (Fin 4) (Fin 4) ℂ :=
  !![(m : ℂ), 0, 0, (k : ℂ); 0, (m : ℂ), (k : ℂ), 0;
    0, (k : ℂ), -(m : ℂ), 0; (k : ℂ), 0, 0, -(m : ℂ)]
```

**Solution.** The matrices α_x, α_z and β square to 1 and anticommute with one another. Σ_z squares to 1, commutes with α_z and β, and anticommutes with α_x. Hence:

- A² = 1, and K² = β²Σ_z² = 1.
- T² = k² + m² + km(α_xβ + βα_x) = k² + m² = 2nω + m² = e².
- K commutes with α_x, because β and Σ_z each contribute a minus sign. It also commutes with β, so KT = TK.
- A anticommutes with α_x and with β, so AT = −TA.
- A anticommutes with β and commutes with Σ_z, so AK = −KA.

The code checks the six matrix identities entry by entry. The map `toLinAlgEquiv'` turns each matrix into the linear operator it defines on four-component vectors, and it preserves products. The reduction of the full differential operator to these matrices is taken as the starting point.

```lean
/-- The Dirac matrices with `k = √(2nω)` satisfy the relations with `e = √(m² + 2nω)`, where `ω ≥ 0`
is the magnitude of the product of charge and magnetic field. -/
theorem landauSpinAlgebra_witness (m : ℝ) {ω : ℝ} (hω : 0 ≤ ω) (n : ℕ) :
    LandauSpinAlgebra (toLinAlgEquiv' alphaZ) (toLinAlgEquiv' betaSigmaZ)
      (toLinAlgEquiv' (transverse m (Real.sqrt (2 * n * ω))))
      (Real.sqrt (m ^ 2 + 2 * n * ω)) := by
  have he : ((Real.sqrt (m ^ 2 + 2 * n * ω) : ℝ) : ℂ) ^ 2 =
      (m : ℂ) ^ 2 + ((Real.sqrt (2 * n * ω) : ℝ) : ℂ) ^ 2 := by
    have h : Real.sqrt (m ^ 2 + 2 * n * ω) ^ 2 = m ^ 2 + Real.sqrt (2 * n * ω) ^ 2 := by
      rw [Real.sq_sqrt (by positivity), Real.sq_sqrt (by positivity)]
    exact_mod_cast h
  generalize Real.sqrt (2 * n * ω) = k at he ⊢
  -- the six relations, entry by entry
  obtain ⟨hA, hK, hT, hKT, hAT, hAK⟩ : alphaZ * alphaZ = 1 ∧ betaSigmaZ * betaSigmaZ = 1 ∧
      transverse m k * transverse m k =
        ((m : ℂ) ^ 2 + (k : ℂ) ^ 2) • (1 : Matrix (Fin 4) (Fin 4) ℂ) ∧
      betaSigmaZ * transverse m k = transverse m k * betaSigmaZ ∧
      alphaZ * transverse m k = -(transverse m k * alphaZ) ∧
      alphaZ * betaSigmaZ = -(betaSigmaZ * alphaZ) := by
    refine ⟨?_, ?_, ?_, ?_, ?_, ?_⟩ <;> ext i j <;> fin_cases i <;> fin_cases j <;>
      simp [alphaZ, betaSigmaZ, transverse, Matrix.mul_apply, Fin.sum_univ_four] <;> ring
  exact
    { A_sq := by rw [← map_mul, hA, map_one]
      K_sq := by rw [← map_mul, hK, map_one]
      T_sq := by rw [← map_mul, hT, map_smul, map_one, he]
      KT := by rw [← map_mul, ← map_mul, hKT]
      AT := by rw [← map_mul, ← map_mul, hAT, map_neg]
      AK := by rw [← map_mul, ← map_mul, hAK, map_neg] }

end

end DiracLandauPauli
```

Parts (a) to (f) now apply to these matrices. At b = 0 the energies satisfy E² = p² + m² + 2nω, the usual relativistic Landau formula. For n ≥ 1 and ω > 0 both branches do occur: KT has trace zero and square e² > 0, so it has both eigenvalues e and −e, and part (f) applies to each. This trace argument is an addition by hand to what the code establishes. At n = 0 the 4×4 matrices still carry two spin directions, one more than the physical lowest level, so the surplus one has to be discarded.

In a numerical calculation for this one-electron model, the formula gives a direct test of the 4×4 Hamiltonian. Take the test values p = 0, m = 3, n = 1, ω = 8 and b = 1, where b is much larger than for a real electron. Then k = 4 and e = 5, and the diagonaliser should return 6, 4, −4 and −6. Part (a) also supplies a spin label for the eigenvectors. At b = 0 a diagonaliser may return arbitrary mixtures of the two spin states. For e > 0 the projectors (1 + KT/e)/2 and (1 − KT/e)/2 separate them, and H can then be diagonalised in each spin sector.

```lean
#print axioms DiracLandauPauli.spin_commute
-- 'DiracLandauPauli.spin_commute' depends on axioms: [propext, Classical.choice, Quot.sound]
#print axioms DiracLandauPauli.eigenvalue_sq
-- 'DiracLandauPauli.eigenvalue_sq' depends on axioms: [propext, Classical.choice, Quot.sound]
#print axioms DiracLandauPauli.eigenvalue_of_spin
-- 'DiracLandauPauli.eigenvalue_of_spin' depends on axioms: [propext, Classical.choice, Quot.sound]
```
